# At a given limiting charge per copy, the least energy per copy of non-interacting replicas with bounded integer charge tends to the least ensemble energy

When a Hubbard U is chosen to remove the curvature of the energy between integer electron numbers, the reference at fractional charge is the straight line between the energies at the two neighbouring integers. Suppose E(0), E(1), E(2) are 0, −5, −6 eV. At mean charge 1.5 the reference is −5.5 eV, which two separate copies holding 1 and 2 electrons also give per copy. For non-interacting copies of bounded charge, the theorem below shows that the least energy per copy tends, as the number of copies grows and the charge per copy approaches a value N, to the least weighted average of the integer-charge energies with mean charge N. When E is convex, as here, that least average is the reference.

## Replicas do not interact

"Charge" means electron number n ∈ {0, …, L}, and E(n) is the energy of one replica, an arbitrary real function. A configuration `c : Fin K → Fin (L + 1)` has energy Σ_i E(c_i), so additivity is built into the definition. For real fragments it is an assumption: a residual interaction that depends on the charges adds to the energy and can change which configuration is lowest.

Write e(K,q) for `replicaEnergy`, the least total energy at total charge q, and F(N) for `ensembleEnergy`, the least Σ p_n E(n) over probabilities p_n with mean N.

```lean
import Mathlib

open Filter Topology

namespace ReplicaEnsembleLimit

noncomputable section

variable {L : ℕ}

/-- The total energies of `K` separated replicas that hold integer charges in `{0, ..., L}`
with total charge `q`. -/
def replicaEnergies (E : Fin (L + 1) → ℝ) (K q : ℕ) : Set ℝ :=
  {e | ∃ c : Fin K → Fin (L + 1), ∑ i, (c i : ℕ) = q ∧ ∑ i, E (c i) = e}

/-- The energies of the statistical ensembles of integer charges with mean charge `N`. -/
def ensembleEnergies (E : Fin (L + 1) → ℝ) (N : ℝ) : Set ℝ :=
  {e | ∃ p : Fin (L + 1) → ℝ, (∀ n, 0 ≤ p n) ∧ ∑ n, p n = 1 ∧
    ∑ n, p n * ((n : ℕ) : ℝ) = N ∧ ∑ n, p n * E n = e}

/-- The least total energy of `K` replicas with total charge `q`, for `q ≤ K * L`. -/
def replicaEnergy (E : Fin (L + 1) → ℝ) (K q : ℕ) : ℝ := sInf (replicaEnergies E K q)

/-- The least ensemble energy at mean charge `N`, for `N` in `[0, L]`. -/
def ensembleEnergy (E : Fin (L + 1) → ℝ) (N : ℝ) : ℝ := sInf (ensembleEnergies E N)
```

## The charge fits: q ≤ K·L

The electrons must have room. By hand, one fills replica after replica; `exists_charges` does this by induction. `add_occupations` appends m_n replicas of each charge n to a configuration.

A limit of q/K inside [0, L] is not enough. Take L = 1, E(n) = n and q = K + 1: q/K → 1, but no configuration exists. Lean's infimum of the empty set is 0, whereas F(1) = 1.

```lean
/-- Any total charge `Q ≤ R * L` can be distributed over `R` replicas of capacity `L`. -/
theorem exists_charges (R Q : ℕ) (h : Q ≤ R * L) :
    ∃ c : Fin R → Fin (L + 1), ∑ i, (c i : ℕ) = Q := by
  induction R generalizing Q with
  | zero =>
    have h0 : Q = 0 := by simpa using h
    exact ⟨fun _ => 0, by simp [h0]⟩
  | succ R ih =>
    rw [add_mul, one_mul] at h
    -- fill the first replica as far as possible
    obtain ⟨c, hc⟩ := ih (Q - min Q L) (by omega)
    refine ⟨Fin.cons (α := fun _ => Fin (L + 1)) ⟨min Q L, by omega⟩ c, ?_⟩
    rw [Fin.sum_univ_succ]
    simp only [Fin.cons_zero, Fin.cons_succ, hc]
    omega

/-- Adding `m n` replicas of charge `n`, for each `n` in `s`, to a given configuration adds
their number, charge and energy. -/
theorem add_occupations (E : Fin (L + 1) → ℝ) (m : Fin (L + 1) → ℕ) {R : ℕ}
    (c : Fin R → Fin (L + 1)) (s : Finset (Fin (L + 1))) :
    ∑ n ∈ s, (m n : ℝ) * E n + ∑ i, E (c i) ∈
      replicaEnergies E (∑ n ∈ s, m n + R) (∑ n ∈ s, m n * (n : ℕ) + ∑ i, (c i : ℕ)) := by
  induction s using Finset.induction_on with
  | empty =>
    simp only [Finset.sum_empty, zero_add]
    exact ⟨c, rfl, rfl⟩
  | insert a s ha ih =>
    obtain ⟨d, hd, hE⟩ := ih
    simp only [Finset.sum_insert ha, add_assoc]
    refine ⟨Fin.append (fun _ : Fin (m a) => a) d, ?_, ?_⟩
    · rw [Fin.sum_univ_add]
      simp only [Fin.append_left, Fin.append_right, hd, Finset.sum_const, Finset.card_univ,
        Fintype.card_fin, smul_eq_mul]
    · rw [Fin.sum_univ_add]
      simp only [Fin.append_left, Fin.append_right, hE, Finset.sum_const, Finset.card_univ,
        Fintype.card_fin, nsmul_eq_mul]
```

## Charge is capped, so |E| ≤ B

A finite L always supplies a bound B. Without a cap, E(n) = −n² has no least ensemble energy at N > 0: weight N/n on charge n, the rest on 0, gives −nN.

The bound controls a change of mean from x to y. For x < y, mix in the full state with weight t = (y−x)/(L−x). Since charges are integers,

E(n) ≥ E(L) − 2B(L−n).

Averaging gives e ≥ E(L) − 2B(L−x) for the ensemble energy e, so the cost is

t(E(L) − e) ≤ 2B(y−x).

For x > y, use the empty state, t = (x−y)/x and E(n) ≥ E(0) − 2Bn. In Lean, `mix` builds the new ensemble and `line` does the averaging.

```lean
/-- If `|E| ≤ B`, an ensemble of mean charge `x` can be changed into one of mean charge `y` in
`[0, L]` at an energy cost of at most `2 B |y - x|`. -/
theorem shift_mean {E : Fin (L + 1) → ℝ} {B x y e : ℝ} (hB : ∀ n, |E n| ≤ B)
    (he : e ∈ ensembleEnergies E x) (hy : 0 ≤ y) (hyL : y ≤ L) :
    ∃ e' ∈ ensembleEnergies E y, e' ≤ e + 2 * B * |y - x| := by
  have hB0 : 0 ≤ B := (abs_nonneg _).trans (hB 0)
  obtain ⟨p, hp, hp1, hpx, hpe⟩ := he
  -- mixing with a pure state of charge `k`
  have mix : ∀ (t : ℝ) (k : Fin (L + 1)), 0 ≤ t → t ≤ 1 →
      (1 - t) * x + t * ((k : ℕ) : ℝ) = y →
      (1 - t) * e + t * E k ∈ ensembleEnergies E y := by
    intro t k h0 h1 hm
    have key : ∀ f : Fin (L + 1) → ℝ,
        ∑ n, ((1 - t) * p n + t * (if n = k then 1 else 0)) * f n
          = (1 - t) * ∑ n, p n * f n + t * f k := by
      intro f
      simp [add_mul, Finset.sum_add_distrib, Finset.mul_sum, mul_assoc, ite_mul, mul_ite]
    refine ⟨fun n => (1 - t) * p n + t * (if n = k then 1 else 0), fun n => ?_, ?_, ?_, ?_⟩
    · have h2 : (0 : ℝ) ≤ if n = k then 1 else 0 := by split_ifs <;> norm_num
      exact add_nonneg (mul_nonneg (by linarith) (hp n)) (mul_nonneg h0 h2)
    · have h := key (fun _ => 1)
      simp only [mul_one] at h
      rw [hp1] at h
      exact h.trans (by ring)
    · rw [key (fun n => ((n : ℕ) : ℝ)), hpx, hm]
    · rw [key E, hpe]
  -- a straight line below `E` stays below the ensemble energy
  have line : ∀ a b : ℝ, (∀ n : Fin (L + 1), a + b * ((n : ℕ) : ℝ) ≤ E n) →
      a + b * x ≤ e := by
    intro a b h
    have h1 : ∑ n, p n * (a + b * ((n : ℕ) : ℝ))
        = a * ∑ n, p n + b * ∑ n, p n * ((n : ℕ) : ℝ) := by
      rw [Finset.mul_sum, Finset.mul_sum, ← Finset.sum_add_distrib]
      exact Finset.sum_congr rfl (fun n _ => by ring)
    have h2 : ∑ n, p n * (a + b * ((n : ℕ) : ℝ)) ≤ ∑ n, p n * E n :=
      Finset.sum_le_sum fun n _ => mul_le_mul_of_nonneg_left (h n) (hp n)
    rw [h1, hp1, hpx, hpe] at h2
    linarith
  rcases lt_trichotomy x y with hxy | hxy | hxy
  · -- raise the mean by mixing in the full state
    have hd : 0 < (L : ℝ) - x := by linarith
    have ht : (y - x) / (L - x) * (L - x) = y - x := div_mul_cancel₀ _ hd.ne'
    have ht0 : 0 ≤ (y - x) / (L - x) := div_nonneg (by linarith) hd.le
    have ht1 : (y - x) / (L - x) ≤ 1 := (div_le_one hd).2 (by linarith)
    generalize (y - x) / (L - x) = t at ht ht0 ht1
    refine ⟨_, mix t (Fin.last L) ht0 ht1
      (by rw [Fin.val_last]; linear_combination ht), ?_⟩
    have hl := line (E (Fin.last L) - 2 * B * L) (2 * B) (fun n => by
      by_cases hn : n = Fin.last L
      · rw [hn, Fin.val_last]; linarith
      · have h1 : (n : ℕ) + 1 ≤ L := by
          have h2 : (n : ℕ) ≠ L := fun h => hn (Fin.ext h)
          omega
        have h3 : ((n : ℕ) : ℝ) + 1 ≤ L := by exact_mod_cast h1
        have h4 := abs_le.1 (hB n)
        have h5 := abs_le.1 (hB (Fin.last L))
        nlinarith [mul_le_mul_of_nonneg_left h3 hB0])
    have h6 : E (Fin.last L) - e ≤ 2 * B * (L - x) := by linarith
    have h7 := mul_le_mul_of_nonneg_left h6 ht0
    have h8 : t * (2 * B * (L - x)) = 2 * B * (y - x) := by linear_combination 2 * B * ht
    rw [abs_of_pos (by linarith : 0 < y - x)]
    linarith
  · subst hxy
    exact ⟨e, ⟨p, hp, hp1, hpx, hpe⟩, by simp⟩
  · -- lower the mean by mixing in the empty state
    have hd : 0 < x := by linarith
    have ht : (x - y) / x * x = x - y := div_mul_cancel₀ _ hd.ne'
    have ht0 : 0 ≤ (x - y) / x := div_nonneg (by linarith) hd.le
    have ht1 : (x - y) / x ≤ 1 := (div_le_one hd).2 (by linarith)
    generalize (x - y) / x = t at ht ht0 ht1
    have hz : (((0 : Fin (L + 1)) : ℕ) : ℝ) = 0 := by simp
    refine ⟨_, mix t 0 ht0 ht1 (by rw [hz]; linear_combination -ht), ?_⟩
    have hl := line (E 0) (-(2 * B)) (fun n => by
      by_cases hn : n = 0
      · rw [hn, hz]; linarith
      · have h1 : 1 ≤ (n : ℕ) := by
          have h2 : (n : ℕ) ≠ 0 := fun h => hn (Fin.ext (by simpa using h))
          omega
        have h3 : (1 : ℝ) ≤ ((n : ℕ) : ℝ) := by exact_mod_cast h1
        have h4 := abs_le.1 (hB n)
        have h5 := abs_le.1 (hB 0)
        nlinarith [mul_le_mul_of_nonneg_left h3 hB0])
    have h6 : E 0 - e ≤ 2 * B * x := by linarith
    have h7 := mul_le_mul_of_nonneg_left h6 ht0
    have h8 : t * (2 * B * x) = 2 * B * (x - y) := by linear_combination 2 * B * ht
    rw [abs_of_neg (by linarith : y - x < 0)]
    linarith
```

Both minima are attained when q ≤ K·L and 0 ≤ N ≤ L. There is then at least one configuration, and there are finitely many. The admissible probabilities form a compact set, which is nonempty because `shift_mean` can move the empty state to mean charge N, and the energy is continuous on it.

```lean
/-- For `q ≤ K * L` the least replica energy is attained by a configuration. -/
theorem replicaEnergy_isLeast (E : Fin (L + 1) → ℝ) {K q : ℕ} (hq : q ≤ K * L) :
    IsLeast (replicaEnergies E K q) (replicaEnergy E K q) := by
  have hfin : (replicaEnergies E K q).Finite :=
    (Set.finite_range (fun c : Fin K → Fin (L + 1) => ∑ i, E (c i))).subset
      (by rintro _ ⟨c, _, rfl⟩; exact ⟨c, rfl⟩)
  obtain ⟨c, hc⟩ := exists_charges K q hq
  have hne : (replicaEnergies E K q).Nonempty := ⟨_, c, hc, rfl⟩
  exact ⟨hne.csInf_mem hfin, fun e he => csInf_le hfin.bddBelow he⟩

/-- For mean charge `N` in `[0, L]` the least ensemble energy is attained by an ensemble. -/
theorem ensembleEnergy_isLeast (E : Fin (L + 1) → ℝ) {N : ℝ} (h0 : 0 ≤ N) (hL : N ≤ L) :
    IsLeast (ensembleEnergies E N) (ensembleEnergy E N) := by
  have hB : ∀ n, |E n| ≤ ∑ m, |E m| := fun n =>
    Finset.single_le_sum (f := fun m => |E m|) (fun m _ => abs_nonneg _) (Finset.mem_univ n)
  have hz : E 0 ∈ ensembleEnergies E 0 :=
    ⟨fun n => if n = 0 then 1 else 0, fun n => by dsimp only; split_ifs <;> norm_num,
      by simp, by simp [ite_mul], by simp [ite_mul]⟩
  obtain ⟨e, he, _⟩ := shift_mean hB hz h0 hL
  -- the admissible probability vectors form a compact set
  have hc : IsCompact (stdSimplex ℝ (Fin (L + 1)) ∩
      {p : Fin (L + 1) → ℝ | ∑ n, p n * ((n : ℕ) : ℝ) = N}) :=
    IsCompact.inter_right (by apply isCompact_stdSimplex)
      (isClosed_eq (by fun_prop) (by fun_prop))
  have himg := hc.image (f := fun p : Fin (L + 1) → ℝ => ∑ n, p n * E n) (by fun_prop)
  have heq : (fun p : Fin (L + 1) → ℝ => ∑ n, p n * E n) '' (stdSimplex ℝ (Fin (L + 1)) ∩
      {p : Fin (L + 1) → ℝ | ∑ n, p n * ((n : ℕ) : ℝ) = N}) = ensembleEnergies E N := by
    ext e
    constructor
    · rintro ⟨p, ⟨⟨h1, h2⟩, h3⟩, rfl⟩
      exact ⟨p, h1, h2, h3, rfl⟩
    · rintro ⟨p, h1, h2, h3, rfl⟩
      exact ⟨p, ⟨⟨h1, h2⟩, h3⟩, rfl⟩
  rw [heq] at himg
  exact himg.isLeast_sInf ⟨e, he⟩
```

## There is at least one replica: K > 0

Without replicas there is no energy per replica. With them, the charge frequencies p_n = #{i : c_i = n}/K form an ensemble of mean q/K, hence

F(q/K) ≤ e(K,q)/K.

```lean
/-- The energy per replica of `K > 0` replicas with total charge `q` is the energy of an
ensemble with mean charge `q / K`. -/
theorem replica_to_ensemble {E : Fin (L + 1) → ℝ} {K q : ℕ} {e : ℝ} (hK : 0 < K)
    (he : e ∈ replicaEnergies E K q) : e / K ∈ ensembleEnergies E ((q : ℝ) / K) := by
  obtain ⟨c, rfl, rfl⟩ := he
  have hK' : (K : ℝ) ≠ 0 := by exact_mod_cast hK.ne'
  -- the ensemble weights are the frequencies of the charges
  have key : ∀ f : Fin (L + 1) → ℝ,
      ∑ n, (∑ i, if c i = n then (1 : ℝ) else 0) / K * f n = (∑ i, f (c i)) / K := by
    intro f
    simp_rw [div_mul_eq_mul_div, Finset.sum_mul]
    rw [← Finset.sum_div, Finset.sum_comm]
    simp [ite_mul]
  refine ⟨fun n => (∑ i, if c i = n then (1 : ℝ) else 0) / K, fun n => ?_, ?_, ?_, key E⟩
  · exact div_nonneg (Finset.sum_nonneg fun i _ => by split_ifs <;> norm_num)
      (Nat.cast_nonneg K)
  · have h := key (fun _ => 1)
    simp only [mul_one] at h
    exact h.trans (by simp [hK'])
  · exact (key fun n => ((n : ℕ) : ℝ)).trans (by rw [Nat.cast_sum])
```

Conversely, take an ensemble of mean q/K and energy e. Set m_n = ⌊K p_n⌋ and r_n = K p_n − m_n, which lies in [0, 1). The replicas and charge left over are

R = Σ r_n ≤ L+1,  Q = Σ n r_n ≤ R·L,

so the charge fits. The total energy is at most

K e − Σ r_n E(n) + R B ≤ K e + 2(L+1)B.

In Lean, `S` supplies the sums over r_n.

```lean
/-- If `|E| ≤ B`, an ensemble with mean charge `q / K` can be realised by `K > 0` replicas with
total charge `q`, at a total energy cost of at most `2 (L + 1) B`. -/
theorem ensemble_to_replica {E : Fin (L + 1) → ℝ} {B e : ℝ} {K q : ℕ}
    (hB : ∀ n, |E n| ≤ B) (hK : 0 < K) (he : e ∈ ensembleEnergies E ((q : ℝ) / K)) :
    ∃ e' ∈ replicaEnergies E K q, e' ≤ K * e + 2 * (L + 1) * B := by
  have hB0 : 0 ≤ B := (abs_nonneg _).trans (hB 0)
  have hK' : (K : ℝ) ≠ 0 := by exact_mod_cast hK.ne'
  obtain ⟨p, hp, hp1, hpx, hpe⟩ := he
  -- round the occupations `K * p n` down to integers
  obtain ⟨m, hm⟩ : ∃ m : Fin (L + 1) → ℕ,
      ∀ n, 0 ≤ K * p n - (m n : ℝ) ∧ K * p n - (m n : ℝ) ≤ 1 :=
    ⟨fun n => ⌊K * p n⌋₊, fun n =>
      ⟨sub_nonneg.2 (Nat.floor_le (mul_nonneg (Nat.cast_nonneg K) (hp n))),
        by linarith [Nat.lt_floor_add_one ((K : ℝ) * p n)]⟩⟩
  have S : ∀ f : Fin (L + 1) → ℝ, ∑ n, (K * p n - (m n : ℝ)) * f n
      = K * ∑ n, p n * f n - ∑ n, (m n : ℝ) * f n := by
    intro f
    rw [Finset.mul_sum, ← Finset.sum_sub_distrib]
    exact Finset.sum_congr rfl (fun n _ => by ring)
  have S1 := S (fun _ => 1)
  simp only [mul_one] at S1
  rw [hp1, mul_one] at S1
  have S2 := S (fun n => ((n : ℕ) : ℝ))
  rw [hpx, mul_div_cancel₀ _ hK'] at S2
  have S3 := S E
  rw [hpe] at S3
  have hM : ∑ n, m n ≤ K := by
    have h := Finset.sum_nonneg (s := Finset.univ) (fun n _ => (hm n).1)
    have h' : ∑ n, (m n : ℝ) ≤ K := by linarith
    exact_mod_cast h'
  have hQ : ∑ n, m n * (n : ℕ) ≤ q := by
    have h : 0 ≤ ∑ n, (K * p n - (m n : ℝ)) * ((n : ℕ) : ℝ) :=
      Finset.sum_nonneg fun n _ => mul_nonneg (hm n).1 (Nat.cast_nonneg _)
    have h' : ∑ n, (m n : ℝ) * ((n : ℕ) : ℝ) ≤ q := by linarith
    exact_mod_cast h'
  obtain ⟨R, hR⟩ := Nat.exists_eq_add_of_le hM
  obtain ⟨Q, hQ⟩ := Nat.exists_eq_add_of_le hQ
  have hRr : (K : ℝ) = ∑ n, (m n : ℝ) + R := by exact_mod_cast hR
  have hQr : (q : ℝ) = ∑ n, (m n : ℝ) * ((n : ℕ) : ℝ) + Q := by exact_mod_cast hQ
  have r1 : ∑ n, (K * p n - (m n : ℝ)) = R := by linarith
  have r2 : ∑ n, (K * p n - (m n : ℝ)) * ((n : ℕ) : ℝ) = Q := by linarith
  -- the remaining charge fits on the remaining replicas
  have hQL : Q ≤ R * L := by
    have h : ∑ n, (K * p n - (m n : ℝ)) * ((n : ℕ) : ℝ)
        ≤ (∑ n, (K * p n - (m n : ℝ))) * L := by
      rw [Finset.sum_mul]
      exact Finset.sum_le_sum fun n _ => mul_le_mul_of_nonneg_left
        (by exact_mod_cast Nat.le_of_lt_succ n.isLt) (hm n).1
    rw [r1, r2] at h
    exact_mod_cast h
  obtain ⟨c, hc⟩ := exists_charges R Q hQL
  refine ⟨∑ n, (m n : ℝ) * E n + ∑ i, E (c i), ?_, ?_⟩
  · rw [hR, hQ, ← hc]
    exact add_occupations E m c Finset.univ
  · have h1 : ∑ i, E (c i) ≤ R * B := by
      have h := Finset.sum_le_sum (s := Finset.univ)
        (fun i _ => (abs_le.1 (hB (c i))).2)
      simpa using h
    have h2 : ∑ n, (K * p n - (m n : ℝ)) * (-B) ≤ ∑ n, (K * p n - (m n : ℝ)) * E n :=
      Finset.sum_le_sum fun n _ =>
        mul_le_mul_of_nonneg_left (abs_le.1 (hB n)).1 (hm n).1
    rw [← Finset.sum_mul, r1] at h2
    have h3 : (R : ℝ) ≤ L + 1 := by
      have h := Finset.sum_le_sum (s := Finset.univ) (fun n _ => (hm n).2)
      rw [r1] at h
      simpa using h
    have h4 := mul_le_mul_of_nonneg_right h3 hB0
    linarith
```

## The charge per replica settles: q_K/K → N

This fixes the fractional charge. If q_K alternates between 0 and K, with L = 1 and E(n) = n, the energy per replica alternates between 0 and 1.

Shifting the minimisers both ways gives |F(y) − F(x)| ≤ 2B|y−x| on [0, L].

```lean
/-- If `|E| ≤ B`, the least ensemble energy changes by at most `2 B |y - x|` between mean
charges `x` and `y` in `[0, L]`. -/
theorem ensembleEnergy_lipschitz {E : Fin (L + 1) → ℝ} {B x y : ℝ} (hB : ∀ n, |E n| ≤ B)
    (hx : 0 ≤ x) (hxL : x ≤ L) (hy : 0 ≤ y) (hyL : y ≤ L) :
    |ensembleEnergy E y - ensembleEnergy E x| ≤ 2 * B * |y - x| := by
  have lx := ensembleEnergy_isLeast E hx hxL
  have ly := ensembleEnergy_isLeast E hy hyL
  obtain ⟨a, ha, ha'⟩ := shift_mean hB lx.1 hy hyL
  obtain ⟨b, hb, hb'⟩ := shift_mean hB ly.1 hx hxL
  rw [abs_sub_comm x y] at hb'
  have h1 := ly.2 ha
  have h2 := lx.2 hb
  exact abs_le.2 ⟨by linarith, by linarith⟩
```

With x = N and y = q/K, the bounds combine, for N in [0, L], into

|e(K,q)/K − F(N)| ≤ 2B((L+1)/K + |q/K − N|).

```lean
/-- Finite-size error: if `|E| ≤ B`, the least energy per replica of `K > 0` replicas with total
charge `q ≤ K * L` differs from the least ensemble energy at mean charge `N` in `[0, L]` by at
most `2 B ((L + 1) / K + |q / K - N|)`. -/
theorem finite_size_error {E : Fin (L + 1) → ℝ} {B N : ℝ} {K q : ℕ} (hB : ∀ n, |E n| ≤ B)
    (hK : 0 < K) (hq : q ≤ K * L) (hN : 0 ≤ N) (hNL : N ≤ L) :
    |replicaEnergy E K q / K - ensembleEnergy E N|
      ≤ 2 * B * (((L : ℝ) + 1) / K + |(q : ℝ) / K - N|) := by
  have hB0 : 0 ≤ B := (abs_nonneg _).trans (hB 0)
  have hK' : (0 : ℝ) < K := by exact_mod_cast hK
  have hx : 0 ≤ (q : ℝ) / K := by positivity
  have hxL : (q : ℝ) / K ≤ L := by
    rw [div_le_iff₀ hK', mul_comm]
    exact_mod_cast hq
  have hr := replicaEnergy_isLeast E hq
  have he := ensembleEnergy_isLeast E hx hxL
  have lower := he.2 (replica_to_ensemble hK hr.1)
  obtain ⟨e', he', hle⟩ := ensemble_to_replica hB hK he.1
  have upper : replicaEnergy E K q / K
      ≤ ensembleEnergy E ((q : ℝ) / K) + 2 * B * (((L : ℝ) + 1) / K) := by
    have hcan : ((L : ℝ) + 1) / K * K = L + 1 := div_mul_cancel₀ _ hK'.ne'
    have h1 := hr.2 he'
    rw [div_le_iff₀ hK']
    calc replicaEnergy E K q
        ≤ K * ensembleEnergy E ((q : ℝ) / K) + 2 * (L + 1) * B := h1.trans hle
      _ = _ := by linear_combination -(2 * B) * hcan
  have hlip := abs_le.1 (ensembleEnergy_lipschitz hB hN hNL hx hxL)
  have hD : 0 ≤ 2 * B * (((L : ℝ) + 1) / K) := by positivity
  rw [mul_add]
  exact abs_le.2 ⟨by linarith [hlip.1], by linarith [hlip.2]⟩
```

In the limit, N lies in [0, L] automatically, and `squeeze_zero'` sends the error to zero.

```lean
/-- For an arbitrary energy function on the charges `{0, ..., L}` and total charges
`q K ≤ K * L` with `q K / K → N`, the least energy per replica of `K` replicas tends to the
least ensemble energy at mean charge `N`. -/
theorem replica_limit (E : Fin (L + 1) → ℝ) (q : ℕ → ℕ) {N : ℝ} (hq : ∀ K, q K ≤ K * L)
    (hlim : Tendsto (fun K : ℕ => (q K : ℝ) / K) atTop (𝓝 N)) :
    Tendsto (fun K : ℕ => replicaEnergy E K (q K) / K) atTop (𝓝 (ensembleEnergy E N)) := by
  have hB : ∀ n, |E n| ≤ ∑ m, |E m| := fun n =>
    Finset.single_le_sum (f := fun m => |E m|) (fun m _ => abs_nonneg _) (Finset.mem_univ n)
  -- the limiting charge lies in the physical range
  have hN : 0 ≤ N := ge_of_tendsto' hlim (fun K => by positivity)
  have hNL : N ≤ L := le_of_tendsto' hlim (fun K =>
    div_le_of_le_mul₀ (Nat.cast_nonneg K) (Nat.cast_nonneg L)
      (by rw [mul_comm]; exact_mod_cast hq K))
  -- both parts of the finite-size error vanish
  have h1 : Tendsto (fun K : ℕ => ((L : ℝ) + 1) / K) atTop (𝓝 0) :=
    tendsto_const_div_atTop_nhds_zero_nat _
  have h2 := (hlim.sub_const N).abs
  rw [sub_self, abs_zero] at h2
  have h3 := (h1.add h2).const_mul (2 * ∑ m, |E m|)
  rw [add_zero, mul_zero] at h3
  rw [tendsto_iff_dist_tendsto_zero]
  refine squeeze_zero' (Eventually.of_forall fun _ => dist_nonneg) ?_ h3
  filter_upwards [eventually_gt_atTop 0] with K hK
  rw [Real.dist_eq]
  exact finite_size_error hB hK (hq K) hN hNL

end

end ReplicaEnsembleLimit
```

For convex E, an elementary further argument, absent from the Lean code, turns F into straight segments between neighbouring integers.

```lean
#print axioms ReplicaEnsembleLimit.replica_limit
```

```
'ReplicaEnsembleLimit.replica_limit' depends on axioms: [propext, Classical.choice, Quot.sound]
```
